# Product law for normal-ordered exponentials of two fermionic modes

For two fermionic modes $p = 0, 1$ with creation operators $c_p$, annihilation operators $a_p$ and number operators $n_p = c_p a_p$, and for a $2\times 2$ matrix $M$, put

$$Q(M) = \sum_{p,q} M_{pq}\, c_p a_q, \qquad G(M) = 1 + Q(M) + \det(M)\, n_0 n_1 .$$

Over a field of characteristic zero, $G(M)$ is the exponential series of $Q(M)$ with every power normal-ordered. For any two such matrices $M$ and $M'$

$$G(M)\,G(M') = G(M + M' + MM').$$

Since $(1+M)(1+M') = 1 + M + M' + MM'$, the operator $\Gamma(U) = G(U - 1)$ attached to a $2\times2$ matrix $U$ satisfies $\Gamma(1) = 1$ and $\Gamma(UV) = \Gamma(U)\Gamma(V)$, and $UV = 1$ makes $\Gamma(V)$ a two-sided inverse of $\Gamma(U)$. In addition,

$$G(M)\, c_q = \Big(c_q + \sum_p M_{pq}\, c_p\Big) G(M).$$

The matrix entries lie in any commutative ring $R$ and the operators in any $R$-algebra $A$. The operators obey $c_pc_q + c_qc_p = 0$, $a_pa_q + a_qa_p = 0$, $a_pc_q + c_qa_p = \delta_{pq}$ and $c_p^2 = a_p^2 = 0$.

## Where a code relies on it

When the propagator of each time slice $l$ is the exponential of a one-body operator $Q(h_l)$, as for non-interacting fermions without pairing terms or for fermions in a fixed auxiliary field that couples only to such operators, a code can form the product $B_L \cdots B_1$ of the one-particle matrices $B_l = e^{h_l}$ for $L$ time slices in place of the product of the many-body propagators. The law $\Gamma(UV) = \Gamma(U)\Gamma(V)$, together with the relation $e^{Q(h)} = \Gamma(e^h)$ derived below, justifies that replacement, here for two modes only. An orbital rotation uses the last identity: with $M = U - 1$ it reads $\Gamma(U)\, c_q = \big(\sum_p U_{pq} c_p\big)\Gamma(U)$, so column $q$ of $U$ holds the image of orbital $q$.

Three consequences are useful when writing or checking such a code. They, and the counter-examples near the end, are worked out on paper and are not theorems of the Lean file.

The first links $\Gamma$ to ordinary propagators. For real or complex matrices and a one-particle matrix $h$, the map $t \mapsto \Gamma(e^{th})$ is a one-parameter group by the product law, and its derivative at $t = 0$ is $Q(h)$ because $\det(e^{th} - 1)$ is of order $t^2$. Hence $e^{Q(h)} = \Gamma(e^h)$, so the matrix in the normal-ordered form is $e^h - 1$ and not $h$.

The second is the explicit matrix. Let $|00\rangle$ be the vacuum, and take the basis $|00\rangle$, $|10\rangle = c_0|00\rangle$, $|01\rangle = c_1|00\rangle$, $|11\rangle = c_0c_1|00\rangle$. Moving $\Gamma(U)$ through the creation operators gives the block-diagonal matrix $\mathrm{diag}(1, U, \det U)$, with trace $1 + \operatorname{tr} U + \det U = \det(1+U)$. A two-mode exact-diagonalisation routine can be compared with a determinant routine through this matrix. A code that stores orbitals as rows works with transposes, and $\Gamma(U^T)\Gamma(V^T) = \Gamma((VU)^T)$ shows that the order of the stored product is then reversed.

The third is a small integer check. Let $E_{pq}$ be the matrix with a single entry $1$ at position $(p,q)$, and take $M = E_{01}$, $M' = E_{10}$. Then

$$(1 + c_0a_1)(1 + c_1a_0) = 1 + c_0a_1 + c_1a_0 + n_0 - n_0n_1,$$

which agrees with $M + M' + MM' = \begin{pmatrix}1&1\\1&0\end{pmatrix}$ and its determinant $-1$. A routine that adds the exponents and returns $G(M+M')$ misses the term $n_0$.

## Derivation

Write $D = n_0n_1$. Moving $a_0$ past $c_1$ and then past $a_1$ costs two signs, so $D = c_0c_1a_1a_0$. Let $\varepsilon_{01} = 1$, $\varepsilon_{10} = -1$ and $\varepsilon_{00} = \varepsilon_{11} = 0$. The relations give $c_pc_r = \varepsilon_{pr}\,c_0c_1$ and $a_sa_q = \varepsilon_{qs}\,a_1a_0$, and any product of three creation or three annihilation operators vanishes.

**The series.** Normal ordering puts all creation operators on the left, with the sign of the permutation. In the product of $c_pa_q$ with an already ordered word of $k$ creation and $k$ annihilation operators, $a_q$ can be sent to the far right past $2k$ operators at no cost in sign. The normal-ordered powers $N_k$ of $Q(M)$ are therefore given by

$$N_0 = 1, \qquad N_{k+1} = \sum_{p,q} M_{pq}\, c_p N_k a_q .$$

This gives $N_1 = Q(M)$ and

$$N_2 = \sum_{p,q,r,s} M_{pq}M_{rs}\, c_pc_ra_sa_q = \sum_{p,q,r,s} \varepsilon_{pr}\varepsilon_{qs}M_{pq}M_{rs}\, D = 2\det(M)\, D .$$

Each term of $N_3$ contains $c_pc_0c_1 = 0$, and the recursion then gives $N_k = 0$ for all $k \ge 3$. When division by factorials is available, $\sum_k N_k/k! = 1 + Q(M) + \det(M) D = G(M)$.

**Products of the building blocks.** Use $a_qc_r = \delta_{qr} - c_ra_q$ once in the product of two one-body operators:

$$Q(M)Q(M') = \sum M_{pq}M'_{rs}\, c_p(\delta_{qr} - c_ra_q)a_s = Q(MM') + \sum M_{pq}M'_{rs}\, c_pc_ra_sa_q .$$

The first term is the contraction. The second is $\mu D$ with

$$\mu = M_{00}M'_{11} + M_{11}M'_{00} - M_{01}M'_{10} - M_{10}M'_{01} = \operatorname{tr}M \operatorname{tr}M' - \operatorname{tr}(MM').$$

Two reorderings give $a_qc_0c_1 = \delta_{q0}c_1 - \delta_{q1}c_0 + c_0c_1a_q$. In $c_pa_qD$ the last term meets $a_1a_0$ and vanishes, which leaves $(\delta_{q0}c_pc_1 - \delta_{q1}c_pc_0)a_1a_0 = \delta_{pq}D$. Likewise $a_1a_0c_r = \delta_{r0}a_1 - \delta_{r1}a_0 + c_ra_1a_0$ gives

$$Dc_r = c_0c_1(\delta_{r0}a_1 - \delta_{r1}a_0), \qquad Dc_ra_s = \delta_{rs}D .$$

Hence $Q(M)D = \operatorname{tr}(M)D$, $DQ(M') = \operatorname{tr}(M')D$ and $D^2 = Dn_0n_1 = D$.

**The product law.** Let $t, t'$ be the traces and $d, d'$ the determinants of $M, M'$, and let $X = M + M' + MM'$. Collecting the nine terms,

$$G(M)G(M') = 1 + Q(X) + \big(d + d' + \mu + td' + dt' + dd'\big) D .$$

A $2\times2$ matrix satisfies $\det(1+X) = 1 + \operatorname{tr}X + \det X$, and $1 + X = (1+M)(1+M')$. Therefore

$$\det X = (1+t+d)(1+t'+d') - 1 - t - t' - \operatorname{tr}(MM'),$$

which expands to the bracket above.

**Action on a creation operator.** Let $u = \sum_p M_{pq}c_p$. From $c_pa_sc_q = \delta_{sq}c_p + c_qc_pa_s$ follows $Q(M)c_q = u + c_qQ(M)$, so the left side is $c_q + u + c_qQ(M) + d\,Dc_q$. On the right side $c_pD = 0$ leaves $c_q + u + c_qQ(M) + uQ(M)$. Finally

$$uQ(M) = c_0c_1\sum_s (M_{0q}M_{1s} - M_{1q}M_{0s})\,a_s = d\, c_0c_1 \sum_s \varepsilon_{qs}a_s = d\,Dc_q .$$

## The Lean file

```lean
import Mathlib

open Matrix

namespace NormalOrderedExponential

variable {R A : Type*} [CommRing R] [Ring A] [Algebra R A]

/-- Canonical anticommutation relations for two fermionic modes with creation operators `c p`
and annihilation operators `a p`, including `c p ^ 2 = a p ^ 2 = 0`. -/
structure IsCAR (c a : Fin 2 → A) : Prop where
  cc : ∀ p q, c p * c q + c q * c p = 0
  aa : ∀ p q, a p * a q + a q * a p = 0
  ac : ∀ p q, a p * c q + c q * a p = if p = q then 1 else 0
  c_sq : ∀ p, c p * c p = 0
  a_sq : ∀ p, a p * a p = 0

/-- The number operator `n_p = c_p a_p`. -/
def num (c a : Fin 2 → A) (p : Fin 2) : A := c p * a p

/-- The one-body operator `∑ M_pq c_p a_q`. -/
def oneBody (c a : Fin 2 → A) (M : Matrix (Fin 2) (Fin 2) R) : A :=
  ∑ p, ∑ q, M p q • (c p * a q)

/-- The normal-ordered `k`-th power of the one-body operator: each further factor puts its
creation operator on the far left and its annihilation operator on the far right. -/
def normalPow (c a : Fin 2 → A) (M : Matrix (Fin 2) (Fin 2) R) : ℕ → A
  | 0 => 1
  | k + 1 => ∑ p, ∑ q, M p q • (c p * normalPow c a M k * a q)

/-- The normal-ordered exponential `G(M) = 1 + ∑ M_pq c_p a_q + det(M) n_0 n_1`. -/
def normalExp (c a : Fin 2 → A) (M : Matrix (Fin 2) (Fin 2) R) : A :=
  1 + oneBody c a M + M.det • (num c a 0 * num c a 1)

/-- The operator `Γ(U) = G(U - 1)` attached to a one-particle matrix `U`. -/
def lift (c a : Fin 2 → A) (U : Matrix (Fin 2) (Fin 2) R) : A := normalExp c a (U - 1)

variable {c a : Fin 2 → A}

/-- Reordering rules for a product of two operators, towards the order `c_0 c_1 a_1 a_0`. -/
theorem IsCAR.swap (h : IsCAR c a) :
    (∀ p, a p * c p = 1 - c p * a p) ∧ a 0 * c 1 = -(c 1 * a 0) ∧ a 1 * c 0 = -(c 0 * a 1) ∧
    c 1 * c 0 = -(c 0 * c 1) ∧ a 0 * a 1 = -(a 1 * a 0) ∧
    (∀ p, c p * c p = 0) ∧ ∀ p, a p * a p = 0 :=
  ⟨fun p => eq_sub_of_add_eq (by simpa using h.ac p p),
    eq_neg_of_add_eq_zero_left (by simpa using h.ac 0 1),
    eq_neg_of_add_eq_zero_left (by simpa using h.ac 1 0),
    eq_neg_of_add_eq_zero_left (h.cc 1 0), eq_neg_of_add_eq_zero_left (h.aa 0 1),
    h.c_sq, h.a_sq⟩

/-- The same reordering rules with an arbitrary operator `x` standing to the right. -/
theorem IsCAR.swap_assoc (h : IsCAR c a) (x : A) :
    (∀ p, a p * (c p * x) = x - c p * (a p * x)) ∧ a 0 * (c 1 * x) = -(c 1 * (a 0 * x)) ∧
    a 1 * (c 0 * x) = -(c 0 * (a 1 * x)) ∧ c 1 * (c 0 * x) = -(c 0 * (c 1 * x)) ∧
    a 0 * (a 1 * x) = -(a 1 * (a 0 * x)) ∧
    (∀ p, c p * (c p * x) = 0) ∧ ∀ p, a p * (a p * x) = 0 := by
  obtain ⟨s1, s2, s3, s4, s5, s6, s7⟩ := h.swap
  refine ⟨fun p => ?_, ?_, ?_, ?_, ?_, fun p => ?_, fun p => ?_⟩ <;>
    simp only [← mul_assoc, s1, s2, s3, s4, s5, s6, s7, sub_mul, one_mul, neg_mul, zero_mul]

/-- The first normal-ordered power is the one-body operator, the second is
`2 det(M) n_0 n_1`, and all higher ones vanish. -/
theorem normalPow_eq (h : IsCAR c a) (M : Matrix (Fin 2) (Fin 2) R) :
    normalPow c a M 1 = oneBody c a M ∧
    normalPow c a M 2 = (2 * M.det) • (num c a 0 * num c a 1) ∧
    ∀ k, normalPow c a M (k + 3) = 0 := by
  have h1 : normalPow c a M 1 = oneBody c a M := by
    have e : normalPow c a M 1 = ∑ p, ∑ q, M p q • (c p * 1 * a q) := rfl
    simp only [e, mul_one, oneBody]
  -- only the word c_0 c_1 a_1 a_0 survives at second order
  have h2 : normalPow c a M 2 = (2 * M.det) • (num c a 0 * num c a 1) := by
    have e : normalPow c a M 2 = ∑ p, ∑ q, M p q • (c p * normalPow c a M 1 * a q) := rfl
    rw [e, h1]
    simp only [oneBody, num, Fin.sum_univ_two, det_fin_two, mul_add, add_mul, mul_sub,
      mul_neg, mul_assoc, smul_mul_assoc, mul_smul_comm, mul_zero, h.swap, h.swap_assoc]
    module
  refine ⟨h1, h2, fun k => ?_⟩
  induction k with
  | zero =>
    -- a third creation operator repeats a mode
    have e : normalPow c a M (0 + 3) = ∑ p, ∑ q, M p q • (c p * normalPow c a M 2 * a q) := rfl
    rw [e, h2]
    simp [num, mul_assoc, h.swap, h.swap_assoc]
  | succ k ih =>
    have e : normalPow c a M (k + 1 + 3)
        = ∑ p, ∑ q, M p q • (c p * normalPow c a M (k + 3) * a q) := rfl
    rw [e, ih]
    simp

/-- Over a field of characteristic zero, every partial sum with at least three terms of the
exponential series of normal-ordered powers equals `G(M)`. -/
theorem sum_normalPow_div_factorial {K : Type*} [Field K] [CharZero K] [Algebra K A]
    (h : IsCAR c a) (M : Matrix (Fin 2) (Fin 2) K) (n : ℕ) :
    ∑ k ∈ Finset.range (n + 3), ((k.factorial : K))⁻¹ • normalPow c a M k = normalExp c a M := by
  obtain ⟨h1, h2, h3⟩ := normalPow_eq h M
  have h0 : normalPow c a M 0 = 1 := rfl
  induction n with
  | zero =>
    simp only [zero_add, Finset.sum_range_succ, Finset.sum_range_zero, h0, h1, h2,
      normalExp, Nat.factorial_zero, Nat.factorial_one, Nat.factorial_two, Nat.cast_one,
      Nat.cast_ofNat]
    module
  | succ n ih =>
    rw [show n + 1 + 3 = (n + 3) + 1 from rfl, Finset.sum_range_succ, ih, h3 n]
    simp

/-- Product law of normal-ordered exponentials: `G(M) G(M') = G(M + M' + M M')`. -/
theorem normalExp_mul (h : IsCAR c a) (M M' : Matrix (Fin 2) (Fin 2) R) :
    normalExp c a M * normalExp c a M' = normalExp c a (M + M' + M * M') := by
  -- expand, bring every word to normal order, then compare coefficients
  simp only [normalExp, oneBody, num, Fin.sum_univ_two, det_fin_two, Matrix.add_apply,
    Matrix.mul_apply, mul_add, add_mul, mul_sub, mul_neg, neg_mul, mul_assoc,
    smul_mul_assoc, mul_smul_comm, one_mul, mul_one, mul_zero, h.swap, h.swap_assoc]
  module

/-- The map `U ↦ Γ(U)` sends the identity to the identity and products to products. -/
theorem lift_one_mul (h : IsCAR c a) :
    lift c a (1 : Matrix (Fin 2) (Fin 2) R) = 1 ∧
    ∀ U V : Matrix (Fin 2) (Fin 2) R, lift c a (U * V) = lift c a U * lift c a V := by
  refine ⟨by rw [lift, sub_self, normalExp, det_fin_two]; simp [oneBody], fun U V => ?_⟩
  have e : (U - 1) + (V - 1) + (U - 1) * (V - 1) = U * V - 1 := by noncomm_ring
  rw [lift, lift, lift, normalExp_mul h, e]

/-- If `U V = 1` then `Γ(V)` is a two-sided inverse of `Γ(U)`. -/
theorem lift_inv (h : IsCAR c a) {U V : Matrix (Fin 2) (Fin 2) R} (hUV : U * V = 1) :
    lift c a U * lift c a V = 1 ∧ lift c a V * lift c a U = 1 := by
  obtain ⟨h1, hm⟩ := lift_one_mul (R := R) h
  have hVU : V * U = 1 := mul_eq_one_comm.mp hUV
  exact ⟨by rw [← hm, hUV, h1], by rw [← hm, hVU, h1]⟩

/-- Moving `G(M)` through a creation operator turns `c_q` into `c_q + ∑_p M_pq c_p`. -/
theorem normalExp_mul_create (h : IsCAR c a) (M : Matrix (Fin 2) (Fin 2) R) :
    ∀ q, normalExp c a M * c q = (c q + ∑ p, M p q • c p) * normalExp c a M := by
  refine Fin.forall_fin_two.2 ⟨?_, ?_⟩ <;>
    simp only [normalExp, oneBody, num, Fin.sum_univ_two, det_fin_two,
      mul_add, add_mul, mul_sub, mul_neg, neg_mul, mul_assoc, smul_mul_assoc,
      mul_smul_comm, one_mul, mul_one, mul_zero, h.swap, h.swap_assoc] <;>
    module

/-- Jordan–Wigner annihilation matrices in the occupation basis `00, 10, 01, 11`. -/
def jwA : Fin 2 → Matrix (Fin 4) (Fin 4) ℤ :=
  ![!![0, 1, 0, 0; 0, 0, 0, 0; 0, 0, 0, 1; 0, 0, 0, 0],
    !![0, 0, 1, 0; 0, 0, 0, -1; 0, 0, 0, 0; 0, 0, 0, 0]]

/-- Jordan–Wigner creation matrices, the transposes of the annihilation matrices. -/
def jwC (p : Fin 2) : Matrix (Fin 4) (Fin 4) ℤ := (jwA p)ᵀ

set_option maxRecDepth 20000 in
/-- The Jordan–Wigner matrices obey the anticommutation relations and have `n_0 n_1 ≠ 0`. -/
theorem isCAR_witness : IsCAR jwC jwA ∧ num jwC jwA 0 * num jwC jwA 1 ≠ 0 := by
  refine ⟨⟨?_, ?_, ?_, ?_, ?_⟩, ?_⟩ <;> decide

end NormalOrderedExponential
```

```lean
#print axioms NormalOrderedExponential.sum_normalPow_div_factorial
-- 'NormalOrderedExponential.sum_normalPow_div_factorial' depends on axioms: [propext, Classical.choice, Quot.sound]
#print axioms NormalOrderedExponential.normalExp_mul
-- 'NormalOrderedExponential.normalExp_mul' depends on axioms: [propext, Classical.choice, Quot.sound]
#print axioms NormalOrderedExponential.lift_inv
-- 'NormalOrderedExponential.lift_inv' depends on axioms: [propext, Classical.choice, Quot.sound]
#print axioms NormalOrderedExponential.normalExp_mul_create
-- 'NormalOrderedExponential.normalExp_mul_create' depends on axioms: [propext, Classical.choice, Quot.sound]
```

## The statements in words

`R` is the ring of coefficients and `A` the algebra of operators, with `•` as multiplication of an operator by a coefficient. Coefficients commute with each other and with all operators. The modes are indexed by `Fin 2`, so they are $0$ and $1$ as above. `IsCAR c a` collects the five relations and is the only assumption about the operators. The fields `c_sq` and `a_sq` are separate because `cc` and `aa` at $p = q$ give only $2c_p^2 = 0$ and $2a_p^2 = 0$.

`num`, `oneBody`, `normalPow`, `normalExp` and `lift` are $n_p$, $Q(M)$, $N_k$, $G(M)$ and $\Gamma(U)$. In `M p q • (c p * a q)` the row index goes with the creation operator and the column index with the annihilation operator, which fixes the order $MM'$ in the product law.

`normalPow_eq` states the values of $N_1$, $N_2$ and $N_{k+3}$ over any commutative ring. `sum_normalPow_div_factorial` takes the coefficients in a field `K` of characteristic zero and states $\sum_{k=0}^{n+2} N_k/k! = G(M)$ for every $n \ge 0$; at $n = 0$ this is the three-term sum. `normalExp_mul` is the product law, `lift_one_mul` states $\Gamma(1) = 1$ and $\Gamma(UV) = \Gamma(U)\Gamma(V)$, and `lift_inv` derives both $\Gamma(U)\Gamma(V) = 1$ and $\Gamma(V)\Gamma(U) = 1$ from the one-sided hypothesis `hUV : U * V = 1`. `normalExp_mul_create` is the action on $c_q$ for both values of $q$. `isCAR_witness` shows that the $4\times4$ integer matrices `jwC` and `jwA` satisfy `IsCAR` and have $n_0n_1 \ne 0$, so the relations have a model in which the determinant term is carried by a nonzero operator. The entry $-1$ in `jwA 1` is the Jordan–Wigner sign $a_1|11\rangle = -|10\rangle$.

## How the proof runs

`IsCAR.swap` solves the relations for the out-of-order product, giving rules such as $a_pc_p = 1 - c_pa_p$ and $a_0c_1 = -c_1a_0$, all directed towards the order $c_0c_1a_1a_0$. After `mul_assoc` brackets a word to the right, a neighbouring pair inside it has the shape `a p * (c p * x)`, and `IsCAR.swap_assoc` supplies the same rules in that shape.

The computational theorems share one method. `simp only` writes out the sums over modes, the determinants and the matrix product, distributes, pulls the coefficients out, and applies the rules until every word is normal-ordered or zero. This is the reordering done in the derivation. `module` then treats the remaining words as independent symbols and checks that their coefficients agree as polynomials in the matrix entries. In `normalExp_mul` the words are $1$, the four $c_pa_q$ and $c_0c_1a_1a_0$, and the coefficient of the last one is compared directly in the eight entries of $M$ and $M'$, without the detour through $\det(1+X)$. `normalExp_mul_create` does the same for $q = 0$ and $q = 1$ separately.

In `normalPow_eq`, `h2` is the computation of $N_2$, the base case of the induction is $c_pc_0c_1 = 0$, and the step inserts $N_{k+3} = 0$ into the recursion. `sum_normalPow_div_factorial` evaluates three terms, where `module` cancels $2$ against $1/2!$, and each further term adds zero. `lift_one_mul` uses `noncomm_ring` for $(U-1) + (V-1) + (U-1)(V-1) = UV - 1$. `lift_inv` obtains $VU = 1$ from `mul_eq_one_comm`, which holds for square matrices over a commutative ring, and applies multiplicativity in both orders. `isCAR_witness` evaluates the integer matrix products with `decide`.

## When a hypothesis is missing

Without `c_sq` the product law fails in characteristic 2. Let $R$ be the field with two elements, and let operators act on polynomials in $x, y$ over $R$, with $c_0 = x$, $c_1 = y$, $a_0 = \partial_x$, $a_1 = \partial_y$. All anticommutation relations hold because $2 = 0$, for instance $\partial_x x + x\partial_x = 1 + 2x\partial_x = 1$, and $\partial_x^2 = \partial_y^2 = 0$ because $m(m-1)$ is even for every exponent $m$. Only $c_p^2 = 0$ is false. For $M = E_{01}$ and $M' = E_{00}$ one has $MM' = 0$ and all three determinants vanish, yet $G(M)G(M') - G(M+M') = x^2\partial_x\partial_y$, which sends $xy$ to $x^2$.

Without invertibility of $U$ the operator $\Gamma(U)$ may have no inverse. For $U = 0$ one finds $\Gamma(0) = (1-n_0)(1-n_1)$, the vacuum projector, and $\Gamma(0)c_0 = 0$. An inverse would force $c_0 = 0$ and then $1 = a_0c_0 + c_0a_0 = 0$ in $A$.

## Reach and limits of the checked statements

The identities are exact for every pair of $2\times2$ matrices, with no smallness, hermiticity or invertibility condition on $M$ and $M'$, and they hold in every representation of the relations, including two modes selected from a larger system. All signs and index positions are fixed by the definitions.

The number of modes is two. With more modes the normal-ordered exponential contains minors of every order, and the explicit expansion used here does not treat that case. Normal ordering is not defined as an operation on arbitrary words: the recursion in `normalPow` is adopted as the definition of the ordered powers, and Wick's theorem enters only as the explicit reordering of the finitely many words that occur. No adjoint relates `c` to `a`, so nothing is stated about unitarity of $\Gamma(U)$ for unitary $U$. The statements contain no vacuum, trace, operator exponential or interaction term, and pairing terms $c_pc_q$ or $a_pa_q$ in the exponent are excluded. Floating-point numbers do not form a ring, so rounding error and the loss of conditioning in long products $B_L\cdots B_1$ need their own analysis.
